# A lower bound on the free-energy difference for a bounded perturbation of a finite system, with sharp constant 1/8

In free-energy perturbation one samples a reference system with energy $U_0$ and asks for the free energy of a target system with energy $U_1$. The free-energy difference is fixed by an average of $e^{-\beta\Delta U}$, where $\Delta U = U_1-U_0$ and $\beta = 1/k_BT$, and this average gives large weight to states of low $\Delta U$ that may be rare in the reference ensemble. The plain mean of $\Delta U$ is less sensitive to such states. This raises the question of how far the free-energy difference can lie below that mean when all that is known is a window $[a,b]$ containing $\Delta U$. The numbers $a$ and $b$ stand for limits on the energy change that the perturbation can cause in any state.

## The bound and its derivation

Let $x$ run over a finite nonempty set of states. For an energy $U$ and an observable $A$ define
$$Z[U]=\sum_x e^{-\beta U(x)},\qquad F[U]=-\frac{\ln Z[U]}{\beta},\qquad \langle A\rangle_U=\sum_x \frac{e^{-\beta U(x)}}{Z[U]}A(x).$$
Write $Z_0, Z_1$ and $\langle\cdot\rangle_0,\langle\cdot\rangle_1$ for $U=U_0,U_1$, and $\Delta F=F[U_1]-F[U_0]$. If $\beta>0$ and $a\le\Delta U(x)\le b$ for every $x$, then
$$\langle\Delta U\rangle_0-\frac{\beta(b-a)^2}{8}\;\le\;\Delta F\;\le\;\langle\Delta U\rangle_1+\frac{\beta(b-a)^2}{8},$$
and the lower bound fails for some two-state system when $1/8$ is replaced by any smaller number $c$.

The starting point is the Zwanzig identity,
$$\langle e^{-\beta\Delta U}\rangle_0=\sum_x\frac{e^{-\beta U_0(x)}e^{-\beta(U_1(x)-U_0(x))}}{Z_0}=\frac{Z_1}{Z_0},$$
so that $\beta\Delta F=-\ln\langle e^{-\beta\Delta U}\rangle_0$, and a lower bound on $\Delta F$ is an upper bound on the exponential average.

Consider first a variable equal to $h\ge0$ with probability $\theta\in[0,1]$ and to zero otherwise. For a real argument $y$ set $D(y)=1-\theta+\theta e^y>0$, $q(y)=\theta e^y/D(y)$ and $g(y)=\theta y+y^2/8-\ln D(y)$. Then
$$g'=\theta+\frac y4-q,\qquad g''=\frac14-q(1-q)=\frac{(1-\theta-\theta e^y)^2}{4D^2}\ge0 .$$
Since $g'(0)=0$ and $g''\ge0$, $g'\ge0$ for $y\ge0$, and since $g(0)=0$, also $g(h)\ge0$. This reads
$$1-\theta+\theta e^h\le e^{\theta h+h^2/8}.$$

Now take any $u(x)\in[a,b]$ and average over a probability $p(x)$. Write $u(x)=b-s(x)(b-a)$ with $s(x)\in[0,1]$, and put $H=\beta(b-a)$, $\theta=\langle s\rangle$. The exponential lies below its chord between $0$ and $H$, so
$$e^{-\beta u}=e^{-\beta b}e^{sH}\le e^{-\beta b}\,(1-s+se^H).$$
The right side is linear in $s$. Averaging, applying the two-point inequality with $h=H$, and using $\langle u\rangle=b-\theta(b-a)$ gives Hoeffding's lemma,
$$\langle e^{-\beta u}\rangle\le e^{-\beta b}(1-\theta+\theta e^H)\le e^{-\beta b+\theta H+H^2/8}=e^{-\beta\langle u\rangle+\beta^2(b-a)^2/8}.$$
With $u=\Delta U$ and the reference Boltzmann weights, taking logarithms and dividing by $-\beta<0$ yields the lower bound. Exchanging $U_0$ and $U_1$ changes the signs of $\Delta U$ and $\Delta F$ and maps the window to $[-b,-a]$, which has the same width. The lower bound for the exchanged pair is the upper bound above.

## Two levels and the constant 1/8

Take states $x=0,1$ with $U_0=(0,0)$ and $U_1=(a,b)$. Then $Z_0=2$, both reference weights are $1/2$, $\langle\Delta U\rangle_0=(a+b)/2$, and
$$Z_1=e^{-\beta a}+e^{-\beta b}=2e^{-\beta(a+b)/2}\cosh\frac{\beta(b-a)}2,\qquad \Delta F=\frac{a+b}2-\frac1\beta\ln\cosh\frac{\beta(b-a)}2 .$$
Given $c<1/8$, choose $t>0$ with $2t^2=1-8c$ and set $b=a+4t/\beta$. Then $\beta(b-a)/2=2t$ and $c\beta(b-a)^2=16ct^2/\beta$, so the bound with $c$ is violated when $\ln\cosh2t>16ct^2$. From $\sinh t\ge t$ follows $\cosh 2t=1+2\sinh^2t\ge1+w$ with $w=2t^2$, and $\ln(1+w)\ge1-1/(1+w)$. Because $8c=1-w$, we have $16ct^2=w(1-w)$, and $(1+w)(1-w+w^2)=1+w^3>1$ gives $1/(1+w)<1-w+w^2$. Hence
$$\ln\cosh2t\ge1-\frac1{1+w}>w-w^2=16ct^2 .$$

## A level outside the window

The same model shows what the window is needed for. Keep only $\Delta U\le b$, and take $\beta=1$, $a=b=0$, $U_0=(0,0)$, $U_1=(-2,0)$. The bound would read $\Delta F\ge\langle\Delta U\rangle_0=-1$, whereas $\Delta F=-\ln\frac{1+e^2}{2}\approx-1.43$. The state at $-2$ lies below $a$ and dominates the exponential average. These numbers are ordinary arithmetic and form no part of the Lean development below.

## Energies, weights and averages in Lean

```lean
import Mathlib

open Real Finset

namespace HoeffdingFreeEnergy

noncomputable section

variable {X : Type*} [Fintype X]
```

The states are the elements of a finite type `X`, and an energy is any function `X → ℝ`. A degenerate level appears as several states of equal energy.

```lean
/-- Partition function of the energy `U` at inverse temperature `β`. -/
def Z (β : ℝ) (U : X → ℝ) : ℝ := ∑ x, exp (-β * U x)

/-- Free energy `-(ln Z)/β`. -/
def F (β : ℝ) (U : X → ℝ) : ℝ := -log (Z β U) / β

/-- Boltzmann probability of state `x`. -/
def boltz (β : ℝ) (U : X → ℝ) (x : X) : ℝ := exp (-β * U x) / Z β U

/-- Boltzmann average of the observable `A` in the ensemble of `U`. -/
def avg (β : ℝ) (U A : X → ℝ) : ℝ := ∑ x, boltz β U x * A x
```

These are $Z[U]$, $F[U]$, the normalised Boltzmann weight and the average. In `avg β U A` the ensemble comes first and the observable second, so $\langle\Delta U\rangle_0$ is `avg β U0 (dU U0 U1)`. Energies and $1/\beta$ share one unit, and `log` is the natural logarithm.

```lean
/-- Energy difference `U1 - U0` in state `x`. -/
def dU {Y : Type*} (U0 U1 : Y → ℝ) (x : Y) : ℝ := U1 x - U0 x

/-- Free-energy difference between the energies `U1` and `U0`. -/
def dF (β : ℝ) (U0 U1 : X → ℝ) : ℝ := F β U1 - F β U0
```

Both differences are target minus reference. The two-state reference lives on `Fin 2`, whose elements are the states $0$ and $1$, and the target $U_1=(a,b)$ will be written `![a, b]`.

```lean
/-- Two-state reference energy with both levels at zero. -/
def flat : Fin 2 → ℝ := fun _ => 0
```

With at least one state, $Z$ is a nonempty sum of positive terms, which makes the weights a probability and the logarithm in `F` a true logarithm.

```lean
/-- The partition function of a nonempty finite system is positive. -/
theorem Z_pos [Nonempty X] (β : ℝ) (U : X → ℝ) : 0 < Z β U :=
  Finset.sum_pos (fun _ _ => exp_pos _) Finset.univ_nonempty
```

## From the Zwanzig identity to Hoeffding's lemma

The identity is proved term by term, with `exp_add` merging the two exponentials as in the first display of the derivation.

```lean
/-- Zwanzig identity: the reference average of `exp(-β dU)` is the ratio `Z1/Z0`. -/
theorem zwanzig (β : ℝ) (U0 U1 : X → ℝ) :
    avg β U0 (fun x => exp (-β * dU U0 U1 x)) = Z β U1 / Z β U0 := by
  show ∑ x, exp (-β * U0 x) / Z β U0 * exp (-β * (U1 x - U0 x))
    = (∑ x, exp (-β * U1 x)) / Z β U0
  rw [Finset.sum_div]
  refine Finset.sum_congr rfl fun x _ => ?_
  rw [div_mul_eq_mul_div, ← exp_add]
  congr 2
  ring
```

The step from a nonnegative derivative to a nonnegative function is needed twice, so it is stated once. The function is monotone on $[0,\infty)$ and is compared with its value at zero.

```lean
/-- A differentiable function that vanishes at zero and has nonnegative derivative on the
nonnegative axis is nonnegative there. -/
theorem nonneg_of_deriv {f f' : ℝ → ℝ} (hf : ∀ x, HasDerivAt f (f' x) x) (h0 : f 0 = 0)
    (hp : ∀ x, 0 ≤ x → 0 ≤ f' x) {h : ℝ} (hh : 0 ≤ h) : 0 ≤ f h := by
  have hd : Differentiable ℝ f := fun x => (hf x).differentiableAt
  have hm := monotoneOn_of_deriv_nonneg (convex_Ici (0 : ℝ)) hd.continuous.continuousOn
    hd.differentiableOn (fun x hx => by
      rw [(hf x).deriv]
      exact hp x (Set.mem_Ici.mp (interior_subset hx)))
  have := hm (Set.mem_Ici.mpr le_rfl) (Set.mem_Ici.mpr hh) hh
  linarith
```

In the two-point bound, `hD` is $D>0$, treated separately for $\theta<1$ and $\theta=1$, while `d1` and `d2` compute $g'$ and $g''$. In `p2` the inequality $g''\ge0$ is multiplied by $D^2$ and follows from `sq_nonneg (1 - θ - θ * exp x)`, the numerator found above. Then `p1` and `p0` are the two integrations, giving $g'\ge0$ and $g(h)\ge0$.

```lean
/-- For a variable equal to `h ≥ 0` with probability `θ` and to zero otherwise, the mean of
its exponential is at most `exp(θ h + h²/8)`. -/
theorem two_point_bound {θ h : ℝ} (h0 : 0 ≤ θ) (h1 : θ ≤ 1) (hh : 0 ≤ h) :
    1 - θ + θ * exp h ≤ exp (θ * h + h ^ 2 / 8) := by
  have hD : ∀ x, 0 < 1 - θ + θ * exp x := by
    intro x
    rcases lt_or_eq_of_le h1 with h | h
    · linarith [mul_nonneg h0 (exp_pos x).le]
    · rw [h]
      linarith [exp_pos x]
  have dD : ∀ x, HasDerivAt (fun x => 1 - θ + θ * exp x) (θ * exp x) x :=
    fun x => ((Real.hasDerivAt_exp x).const_mul θ).const_add _
  have d1 : ∀ x, HasDerivAt (fun x => θ * x + x * x / 8 - log (1 - θ + θ * exp x))
      (θ + x / 4 - θ * exp x / (1 - θ + θ * exp x)) x := by
    intro x
    have h := (((hasDerivAt_id' x).const_mul θ).fun_add
      (((hasDerivAt_id' x).fun_mul (hasDerivAt_id' x)).div_const 8)).fun_sub
      ((dD x).log (hD x).ne')
    refine h.congr_deriv ?_
    ring
  have d2 : ∀ x, HasDerivAt (fun x => θ + x / 4 - θ * exp x / (1 - θ + θ * exp x))
      (1 / 4 - (θ * exp x * (1 - θ + θ * exp x) - θ * exp x * (θ * exp x))
        / (1 - θ + θ * exp x) ^ 2) x := fun x =>
    (((hasDerivAt_id' x).div_const 4).const_add θ).fun_sub
      (((Real.hasDerivAt_exp x).const_mul θ).fun_div (dD x) (hD x).ne')
  -- the tilted two-point variance q(1-q) never exceeds 1/4
  have p2 : ∀ x, 0 ≤ x → 0 ≤ 1 / 4 - (θ * exp x * (1 - θ + θ * exp x)
      - θ * exp x * (θ * exp x)) / (1 - θ + θ * exp x) ^ 2 := by
    intro x _
    rw [sub_nonneg, div_le_iff₀ (pow_pos (hD x) 2)]
    nlinarith [sq_nonneg (1 - θ - θ * exp x)]
  have p1 : ∀ x, 0 ≤ x → 0 ≤ θ + x / 4 - θ * exp x / (1 - θ + θ * exp x) :=
    fun x hx => nonneg_of_deriv d2 (by simp) p2 hx
  have p0 : 0 ≤ θ * h + h * h / 8 - log (1 - θ + θ * exp h) :=
    nonneg_of_deriv d1 (by simp) p1 hh
  exact (log_le_iff_le_exp (hD h)).1 (by nlinarith [p0])
```

Hoeffding's lemma is usually stated for a bounded variable on an arbitrary probability space. The version here is for weights `p` on a finite set, nonnegative by `hp` and summing to one by `hp1`, and for $\beta\ge0$. The step `hs` supplies $s(x)$, taking $s=0$ when $a=b$ and $s=(b-u)/(b-a)$ otherwise. The fact `chord` is the convexity inequality, `mean` is $\langle u\rangle=b-\theta(b-a)$, and the `calc` block follows the displayed chain: average the chord, collect $\theta$, apply `two_point_bound`, recombine the exponent.

```lean
/-- Hoeffding's lemma on a finite set: if `a ≤ u ≤ b` and `β ≥ 0`, the mean of `exp(-β u)`
under a probability `p` is at most `exp(-β ⟨u⟩ + β²(b-a)²/8)`. -/
theorem hoeffding_lemma [Nonempty X] {p u : X → ℝ} {β a b : ℝ} (hp : ∀ x, 0 ≤ p x)
    (hp1 : ∑ x, p x = 1) (hβ : 0 ≤ β) (ha : ∀ x, a ≤ u x) (hb : ∀ x, u x ≤ b) :
    ∑ x, p x * exp (-β * u x) ≤ exp (-β * ∑ x, p x * u x + β ^ 2 * (b - a) ^ 2 / 8) := by
  have hab : a ≤ b := (ha (Classical.arbitrary X)).trans (hb _)
  have hs : ∀ x, ∃ s : ℝ, 0 ≤ s ∧ s ≤ 1 ∧ u x = b - s * (b - a) := by
    intro x
    rcases hab.eq_or_lt with h | h
    · exact ⟨0, le_rfl, zero_le_one, by linarith [ha x, hb x]⟩
    · have hpos : 0 < b - a := sub_pos.2 h
      refine ⟨(b - u x) / (b - a), div_nonneg (by linarith [hb x]) hpos.le,
        (div_le_one hpos).2 (by linarith [ha x]), ?_⟩
      rw [div_mul_cancel₀ _ hpos.ne']
      ring
  choose s s0 s1 hu using hs
  obtain ⟨H, hH⟩ : ∃ H, H = β * (b - a) := ⟨_, rfl⟩
  obtain ⟨θ, hθ⟩ : ∃ θ, θ = ∑ x, p x * s x := ⟨_, rfl⟩
  have H0 : 0 ≤ H := by rw [hH]; exact mul_nonneg hβ (sub_nonneg.2 hab)
  have θ0 : 0 ≤ θ := by rw [hθ]; exact sum_nonneg fun x _ => mul_nonneg (hp x) (s0 x)
  have θ1 : θ ≤ 1 := by
    rw [hθ, ← hp1]
    exact sum_le_sum fun x _ => mul_le_of_le_one_right (hp x) (s1 x)
  -- convexity: the exponential lies below its chord between the endpoints
  have chord : ∀ x, exp (-β * u x) ≤ exp (-β * b) * (1 - s x + s x * exp H) := by
    intro x
    have c := convexOn_exp.2 (Set.mem_univ (0 : ℝ)) (Set.mem_univ H) (sub_nonneg.2 (s1 x))
      (s0 x) (sub_add_cancel _ _)
    simp only [smul_eq_mul, mul_zero, zero_add, exp_zero, mul_one] at c
    have e : -β * u x = -β * b + s x * H := by rw [hu x, hH]; ring
    rw [e, exp_add]
    exact mul_le_mul_of_nonneg_left c (exp_pos _).le
  have mean : ∑ x, p x * u x = b - θ * (b - a) := by
    have e : ∀ x, p x * u x = b * p x - (b - a) * (p x * s x) := fun x => by rw [hu x]; ring
    rw [sum_congr rfl (fun x _ => e x), sum_sub_distrib, ← mul_sum, ← mul_sum, hp1, ← hθ]
    ring
  calc ∑ x, p x * exp (-β * u x)
      ≤ ∑ x, p x * (exp (-β * b) * (1 - s x + s x * exp H)) :=
        sum_le_sum fun x _ => mul_le_mul_of_nonneg_left (chord x) (hp x)
    _ = exp (-β * b) * (1 - θ + θ * exp H) := by
        have e : ∀ x, p x * (exp (-β * b) * (1 - s x + s x * exp H))
            = exp (-β * b) * p x + exp (-β * b) * (exp H - 1) * (p x * s x) :=
          fun x => by ring
        rw [sum_congr rfl (fun x _ => e x), sum_add_distrib, ← mul_sum, ← mul_sum, hp1, ← hθ]
        ring
    _ ≤ exp (-β * b) * exp (θ * H + H ^ 2 / 8) :=
        mul_le_mul_of_nonneg_left (two_point_bound θ0 θ1 H0) (exp_pos _).le
    _ = _ := by
        rw [← exp_add, mean, hH]
        congr 1
        ring
```

## The two free-energy bounds

The theorem `dF_lower_bound` says that for every finite nonempty state set, every $\beta>0$, and all energies with $a\le\Delta U(x)$ (`ha`) and $\Delta U(x)\le b$ (`hb`) in every state, $\langle\Delta U\rangle_0-\beta(b-a)^2/8\le\Delta F$. The window is assumed, it need not be tight, and $a\le b$ follows because a state exists. With a single state and $a=b$ the statement reduces to $\Delta U\le\Delta F$, which holds with equality. In the proof, `h` combines `zwanzig` with `hoeffding_lemma` to bound $Z_1/Z_0$, `hl` takes the logarithm, and `e` is $\beta\Delta F=-(\ln Z_1-\ln Z_0)$. The inequality is shown after multiplication by $\beta$, which is then cancelled.

```lean
/-- If `a ≤ dU ≤ b` in every state and `β > 0`, then `dF ≥ ⟨dU⟩₀ - β(b-a)²/8`. -/
theorem dF_lower_bound [Nonempty X] {β a b : ℝ} (hβ : 0 < β) (U0 U1 : X → ℝ)
    (ha : ∀ x, a ≤ dU U0 U1 x) (hb : ∀ x, dU U0 U1 x ≤ b) :
    avg β U0 (dU U0 U1) - β * (b - a) ^ 2 / 8 ≤ dF β U0 U1 := by
  have hp : ∀ x, 0 ≤ boltz β U0 x := fun x => div_nonneg (exp_pos _).le (Z_pos β U0).le
  have hp1 : ∑ x, boltz β U0 x = 1 := by
    unfold boltz
    rw [← Finset.sum_div]
    exact div_self (Z_pos β U0).ne'
  have h : Z β U1 / Z β U0 ≤ exp (-β * avg β U0 (dU U0 U1) + β ^ 2 * (b - a) ^ 2 / 8) := by
    rw [← zwanzig]
    exact hoeffding_lemma hp hp1 hβ.le ha hb
  have hl := (log_le_iff_le_exp (div_pos (Z_pos β U1) (Z_pos β U0))).2 h
  rw [log_div (Z_pos β U1).ne' (Z_pos β U0).ne'] at hl
  have hne := hβ.ne'
  have e : β * dF β U0 U1 = -(log (Z β U1) - log (Z β U0)) := by
    unfold dF F
    field_simp
    ring
  refine le_of_mul_le_mul_left ?_ hβ
  rw [e]
  nlinarith [hl]
```

The upper bound applies the lower one to the pair $(U_1,U_0)$ with window $[-b,-a]$. The equation `e` flips the sign of the average and `e2` identifies the widths. The average is now taken in the target ensemble.

```lean
/-- If `a ≤ dU ≤ b` in every state and `β > 0`, then `dF ≤ ⟨dU⟩₁ + β(b-a)²/8`. -/
theorem dF_upper_bound [Nonempty X] {β a b : ℝ} (hβ : 0 < β) (U0 U1 : X → ℝ)
    (ha : ∀ x, a ≤ dU U0 U1 x) (hb : ∀ x, dU U0 U1 x ≤ b) :
    dF β U0 U1 ≤ avg β U1 (dU U0 U1) + β * (b - a) ^ 2 / 8 := by
  -- exchange the roles of the two energies
  have h := dF_lower_bound (a := -b) (b := -a) hβ U1 U0
    (fun x => by have := hb x; unfold dU at *; linarith)
    (fun x => by have := ha x; unfold dU at *; linarith)
  have e : avg β U1 (dU U1 U0) = -avg β U1 (dU U0 U1) := by
    unfold avg dU
    rw [← Finset.sum_neg_distrib]
    exact Finset.sum_congr rfl fun x _ => by ring
  have e2 : -a - -b = b - a := by ring
  rw [e, e2] at h
  unfold dF at *
  linarith
```

For a finite model with bounded $\Delta U$, these inequalities limit how far $\Delta F$ can fall below $\langle\Delta U\rangle_0$ or rise above $\langle\Delta U\rangle_1$, by $(\beta(b-a))^2/8$ in units of $k_BT$, which is small when a perturbation step changes every energy by much less than $k_BT$. The averages in the theorems are exact ensemble averages, so sampling error is not covered. Continuous configuration spaces are also excluded, and so are perturbations without a finite window, such as switching on a repulsive core that diverges at contact.

## Sharpness in the two-state system

The closed form for $\Delta F$ holds for all real $a$ and $b$ at $\beta>0$. The equations `e1` and `e2` factor the midpoint term $e^{-\beta(a+b)/2}$ out of each Boltzmann factor, `cosh_eq` recognises the remainder, and `log_mul` splits the logarithm.

```lean
/-- Moving two degenerate levels from zero to `a` and `b` changes the free energy by
`(a+b)/2 - ln cosh(β(b-a)/2)/β`. -/
theorem dF_two_state {β : ℝ} (hβ : 0 < β) (a b : ℝ) :
    dF β flat ![a, b] = (a + b) / 2 - log (cosh (β * (b - a) / 2)) / β := by
  have Z0 : Z β flat = 2 := by norm_num [Z, flat]
  have Z1 : Z β ![a, b] = 2 * (exp (-β * ((a + b) / 2)) * cosh (β * (b - a) / 2)) := by
    have e0 : Z β ![a, b] = exp (-β * a) + exp (-β * b) := by simp [Z, Fin.sum_univ_two]
    have e1 : exp (-β * a) = exp (-β * ((a + b) / 2)) * exp (β * (b - a) / 2) := by
      rw [← exp_add]; congr 1; ring
    have e2 : exp (-β * b) = exp (-β * ((a + b) / 2)) * exp (-(β * (b - a) / 2)) := by
      rw [← exp_add]; congr 1; ring
    rw [e0, e1, e2, cosh_eq]
    ring
  have hne := hβ.ne'
  unfold dF F
  rw [Z0, Z1, log_mul two_ne_zero (mul_pos (exp_pos _) (cosh_pos _)).ne',
    log_mul (exp_pos _).ne' (cosh_pos _).ne', log_exp]
  generalize log (cosh (β * (b - a) / 2)) = L
  field_simp
  ring
```

The theorem `constant_sharp` states that for every $\beta>0$, $c<1/8$ and $a$ there is $b>a$ such that both reference weights equal $1/2$, $\Delta U$ lies in $[a,b]$ in both states, and $\Delta F<\langle\Delta U\rangle_0-c\beta(b-a)^2$. The system therefore meets the hypotheses of `dF_lower_bound` and violates the bound with $c$. Sharpness here means that no constant below $1/8$ serves for all systems and all windows. The width $b-a$ is chosen according to $c$ and $\beta$, so the theorem makes no claim about the best constant at a prescribed width, and it concerns the lower bound only.

The proof takes $t$ as the square root of $(1-8c)/2$. The step `hcosh` is $\cosh2t\ge1+2t^2$, obtained from `self_le_sinh_iff`. Inside `hL`, `h1` and `h2` are the two logarithmic estimates, and `h3` is $1/(1+w)<1-w+w^2$, where the hint `pow_pos t0 6` supplies $w^3=8t^6>0$. With $b=a+4t/\beta$, the equations `e` and `e2` rewrite both sides in terms of $t$, and dividing `hL` by $\beta$ gives the strict inequality.

```lean
/-- For every `β > 0`, `c < 1/8` and `a` there is `b > a` such that the two-state system with
reference weights 1/2 and `a ≤ dU ≤ b` has `dF < ⟨dU⟩₀ - c β (b-a)²`. -/
theorem constant_sharp {β c : ℝ} (hβ : 0 < β) (hc : c < 1 / 8) (a : ℝ) :
    ∃ b, a < b ∧ (∀ x, boltz β flat x = 1 / 2) ∧
      (∀ x, a ≤ dU flat ![a, b] x ∧ dU flat ![a, b] x ≤ b) ∧
      dF β flat ![a, b] < avg β flat (dU flat ![a, b]) - c * β * (b - a) ^ 2 := by
  have hy : 0 < (1 - 8 * c) / 2 := by linarith
  obtain ⟨t, t0, ht⟩ : ∃ t : ℝ, 0 < t ∧ t ^ 2 = (1 - 8 * c) / 2 :=
    ⟨_, Real.sqrt_pos.2 hy, Real.sq_sqrt hy.le⟩
  have hcosh : 1 + 2 * t ^ 2 ≤ cosh (2 * t) := by
    rw [cosh_two_mul, cosh_sq]
    linarith [pow_le_pow_left₀ t0.le (self_le_sinh_iff.2 t0.le) 2]
  -- ln cosh 2t ≥ ln(1 + 2t²) ≥ 1 - 1/(1 + 2t²) > 16 c t²
  have hL : 16 * c * t ^ 2 < log (cosh (2 * t)) := by
    have pos : 0 < 1 + 2 * t ^ 2 := by positivity
    have h1 := log_le_log pos hcosh
    have h2 := one_sub_inv_le_log_of_pos pos
    have h3 : (1 + 2 * t ^ 2)⁻¹ < 1 - 16 * c * t ^ 2 := by
      have hc' : c = (1 - 2 * t ^ 2) / 8 := by linarith
      rw [inv_eq_one_div, div_lt_iff₀ pos, hc']
      nlinarith [pow_pos t0 6]
    linarith
  obtain ⟨b, hb⟩ : ∃ b, b = a + 4 * t / β := ⟨_, rfl⟩
  have hab : a < b := by
    have : 0 < 4 * t / β := by positivity
    linarith
  have Z0 : Z β flat = 2 := by norm_num [Z, flat]
  have hw : ∀ x, boltz β flat x = 1 / 2 := by
    intro x
    unfold boltz
    rw [Z0]
    simp [flat]
  have hav : avg β flat (dU flat ![a, b]) = (a + b) / 2 := by
    simp only [avg, hw, Fin.sum_univ_two]
    simp [dU, flat]
    ring
  refine ⟨b, hab, hw, fun x => ?_, ?_⟩
  · fin_cases x <;> simp [dU, flat, hab.le]
  · have hne := hβ.ne'
    have e : β * (b - a) / 2 = 2 * t := by
      rw [hb]
      field_simp
      ring
    have e2 : c * β * (b - a) ^ 2 = 16 * c * t ^ 2 / β := by
      rw [hb]
      field_simp
      ring
    rw [dF_two_state hβ, hav, e, e2]
    have := div_lt_div_of_pos_right hL hβ
    linarith

end

end HoeffdingFreeEnergy
```

```lean
#print axioms HoeffdingFreeEnergy.dF_upper_bound
-- 'HoeffdingFreeEnergy.dF_upper_bound' depends on axioms: [propext, Classical.choice, Quot.sound]
#print axioms HoeffdingFreeEnergy.constant_sharp
-- 'HoeffdingFreeEnergy.constant_sharp' depends on axioms: [propext, Classical.choice, Quot.sound]
```
